# An interval ratio above 2 in the sp model with positive exchange and spin–orbit coupling

An excited atom with one s and one p electron outside closed shells has a triplet term with levels $J=0,1,2$. If spin–orbit coupling is weak compared with the singlet–triplet separation, and other magnetic interactions are negligible beside it, the upper interval is close to twice the lower one, as the Landé rule states. Stronger coupling mixes the $J=1$ triplet level with the singlet, which has the same $J$. What does this do to the ratio?

## Levels and intervals

Let $\zeta>0$ be the spin–orbit strength of the p electron and $K>0$ the exchange energy, half the singlet–triplet separation at $\zeta=0$. With $\hbar=1$ and energies measured from the midpoint of the two terms,

$$H=\zeta\,\mathbf l\cdot\mathbf s-KP,$$

where $P$ exchanges the two spins: it is $+1$ on triplets and $-1$ on singlets.

Take the $M=0$ states $|1,\downarrow\downarrow\rangle$, $|0,\uparrow\downarrow\rangle$, $|0,\downarrow\uparrow\rangle$, $|{-1},\uparrow\uparrow\rangle$, with the p electron's spin first. Since $\mathbf l\cdot\mathbf s=l_zs_z+\tfrac12(l_+s_-+l_-s_+)$, the outer states have diagonal element $-\tfrac12$, and each is coupled to its neighbour by $1/\sqrt2$.

On even amplitudes $(x,y,y,x)$, $H$ sends $(x,y)$ to
$$\left(-(K+\tfrac{\zeta}{2})x+\tfrac{\zeta}{\sqrt2}y,\ \tfrac{\zeta}{\sqrt2}x-Ky\right).$$
The vectors $(\sqrt2,-1)$ and $(1,\sqrt2)$ give $E_0=-K-\zeta$ and $E_2=-K+\zeta/2$. On odd amplitudes $(v_0,v_1,-v_1,-v_0)$ the sign of $K$ in the second entry changes, which leaves the $J=1$ matrix

$$\begin{pmatrix}-K-\zeta/2&\zeta/\sqrt2\\ \zeta/\sqrt2&K\end{pmatrix}.$$

Its determinant condition is $(E+K+\zeta/2)(E-K)=\zeta^2/2$, or $(E+\zeta/4)^2=S^2$ with $S=\sqrt{(K+\zeta/4)^2+\zeta^2/2}$. The lower root is $E_1=-\zeta/4-S$.

Clearly $S>K+\zeta/4$. Also $(K+3\zeta/4)^2-S^2=K\zeta>0$, so $S<K+3\zeta/4$. Hence

$$E_0<E_1<-K-\zeta/2.$$

Let $a=E_2-E_1$ and $b=E_1-E_0$. Then $a>\zeta$ and $0<b<\zeta/2$, so $r=a/b>2$.

The ratio also determines the coupling. Inserting $E_1=b-K-\zeta$ and $a+b=3\zeta/2$ into the secular equation gives $ab=K(\zeta-2b)=\tfrac23K(a-2b)$. With $a=rb$, this yields $b=2K(r-2)/(3r)$, and $\zeta=\tfrac23(r+1)b$ gives

$$\frac{\zeta}{K}=\frac{4(r-2)(r+1)}{9r}.$$

Conversely, if $x,r>2$ give the same right-hand side, then $(x-r)(rx+2)=0$, so $x=r$.

Within this single-configuration, two-parameter model, the fine-structure intervals thus measure the departure from LS coupling in an electronic spectrum.

## The Hamiltonian as a real matrix

In Lean 4 with Mathlib:

```lean
import Mathlib

open Matrix

namespace SPIntermediateCoupling

noncomputable section
```

The two operators are entered as matrices in the product basis above.

```lean
/-- The operator `l·s` of the p electron (`ħ = 1`) in the product states with `M = 0`,
ordered as `|1,↓↓⟩, |0,↑↓⟩, |0,↓↑⟩, |-1,↑↑⟩`; the first spin is that of the p electron. -/
def spinOrbit : Matrix (Fin 4) (Fin 4) ℝ :=
  !![-1/2, √2/2, 0, 0;
     √2/2, 0, 0, 0;
     0, 0, 0, √2/2;
     0, 0, √2/2, -1/2]

/-- The exchange of the two spins in the same four product states. -/
def spinExchange : Matrix (Fin 4) (Fin 4) ℝ :=
  !![1, 0, 0, 0;
     0, 0, 1, 0;
     0, 1, 0, 0;
     0, 0, 0, 1]
```

Their combination is $H$. Configuration mixing and other magnetic interactions are left out.

```lean
/-- The sp Hamiltonian in the `M = 0` states: spin-orbit coupling of strength `ζ` and
electron exchange of strength `K`. -/
def hamiltonian (K ζ : ℝ) : Matrix (Fin 4) (Fin 4) ℝ :=
  ζ • spinOrbit - K • spinExchange
```

The $J=1$ matrix is defined separately, and `oddState` embeds its vectors in the four-state space. The normalised basis states are the odd combinations divided by $\sqrt2$: first the triplet, then the singlet.

```lean
/-- The `2 × 2` energy matrix of the two `J = 1` levels; its off-diagonal element is `ζ/√2`,
written as `ζ√2/2`. -/
def blockJ1 (K ζ : ℝ) : Matrix (Fin 2) (Fin 2) ℝ :=
  !![-K - ζ/2, ζ * √2/2; ζ * √2/2, K]

/-- The `M = 0` state with amplitudes `v 0, v 1, -v 1, -v 0`, which is odd under reversal of
all angular momentum projections. -/
def oddState (v : Fin 2 → ℝ) : Fin 4 → ℝ := ![v 0, v 1, -v 1, -v 0]
```

The three energies and their ratio follow. The labels $J$ are physical identifications; no total angular momentum operator is defined.

```lean
/-- The energy of the `J = 0` level. -/
def levelJ0 (K ζ : ℝ) : ℝ := -K - ζ

/-- The energy of the lower `J = 1` level. -/
def levelJ1 (K ζ : ℝ) : ℝ := -ζ/4 - √((K + ζ/4)^2 + ζ^2/2)

/-- The energy of the `J = 2` level. -/
def levelJ2 (K ζ : ℝ) : ℝ := -K + ζ/2

/-- The ratio of the upper to the lower fine-structure interval, `(E2 - E1)/(E1 - E0)`,
meant for `K > 0` and `ζ > 0`. -/
def intervalRatio (K ζ : ℝ) : ℝ :=
  (levelJ2 K ζ - levelJ1 K ζ) / (levelJ1 K ζ - levelJ0 K ζ)
```

## From the Hamiltonian to the secular equation

The even eigenvectors are written without their normalising factor $1/\sqrt6$. The proof checks each component, using only $\sqrt2\cdot\sqrt2=2$.

```lean
/-- The energies `-K - ζ` and `-K + ζ/2` belong to explicit eigenvectors of the sp
Hamiltonian. -/
theorem even_eigenvectors (K ζ : ℝ) :
    hamiltonian K ζ *ᵥ ![√2, -1, -1, √2] = levelJ0 K ζ • ![√2, -1, -1, √2] ∧
    hamiltonian K ζ *ᵥ ![1, √2, √2, 1] = levelJ2 K ζ • ![1, √2, √2, 1] := by
  have ht : √2 * √2 = (2 : ℝ) := Real.mul_self_sqrt (by norm_num)
  simp only [hamiltonian, spinOrbit, spinExchange, levelJ0, levelJ2]
  -- only the relation `t * t = 2` is needed
  generalize √(2 : ℝ) = t at ht ⊢
  constructor <;> ext i <;> fin_cases i <;>
    simp [Matrix.mulVec, dotProduct, Fin.sum_univ_four] <;> grind
```

The next theorem says that $H$ acts on odd states through `blockJ1`, again by components.

```lean
/-- On the odd states the sp Hamiltonian acts as the `2 × 2` energy matrix. -/
theorem hamiltonian_oddState (K ζ : ℝ) (v : Fin 2 → ℝ) :
    hamiltonian K ζ *ᵥ oddState v = oddState (blockJ1 K ζ *ᵥ v) := by
  simp only [hamiltonian, spinOrbit, spinExchange, blockJ1, oddState]
  generalize √(2 : ℝ) = t
  ext i
  fin_cases i <;>
    simp [Matrix.mulVec, dotProduct, Fin.sum_univ_four, Fin.sum_univ_two] <;> grind
```

An eigenvalue is a number $E$ with a nonzero `v` satisfying the eigenvector equation. `Matrix.exists_mulVec_eq_zero_iff` turns this into a vanishing determinant.

```lean
/-- The secular equation: `E` is an eigenvalue of the `2 × 2` energy matrix exactly when
`(E + K + ζ/2)(E - K) = ζ²/2`. -/
theorem secular_equation (K ζ E : ℝ) :
    (∃ v : Fin 2 → ℝ, v ≠ 0 ∧ blockJ1 K ζ *ᵥ v = E • v) ↔
      (E + K + ζ/2) * (E - K) = ζ^2/2 := by
  have h : ∀ v : Fin 2 → ℝ, blockJ1 K ζ *ᵥ v = E • v ↔
      (blockJ1 K ζ - E • (1 : Matrix (Fin 2) (Fin 2) ℝ)) *ᵥ v = 0 := by
    intro v
    rw [Matrix.sub_mulVec, Matrix.smul_mulVec, Matrix.one_mulVec, sub_eq_zero]
  have hM : blockJ1 K ζ - E • (1 : Matrix (Fin 2) (Fin 2) ℝ) =
      !![-K - ζ/2 - E, ζ * √2/2; ζ * √2/2, K - E] := by
    ext i j
    fin_cases i <;> fin_cases j <;> simp [blockJ1]
  have ht : √2 * √2 = (2 : ℝ) := Real.mul_self_sqrt (by norm_num)
  simp only [h]
  -- a nonzero null vector exists exactly when the determinant vanishes
  rw [Matrix.exists_mulVec_eq_zero_iff, hM, Matrix.det_fin_two_of]
  constructor <;> intro hd
  · linear_combination hd + ζ^2/4 * ht
  · linear_combination hd - ζ^2/4 * ht
```

`IsLeast` states that `levelJ1` is an eigenvalue of the block and that none lies below it. The first part inserts the root into the secular equation; the second completes the square to obtain $|E+\zeta/4|\le S$. Both hold for all real $K$ and $\zeta$.

```lean
/-- The energy `levelJ1` is the lowest eigenvalue of the `2 × 2` energy matrix. -/
theorem levelJ1_isLeast (K ζ : ℝ) :
    IsLeast {E : ℝ | ∃ v : Fin 2 → ℝ, v ≠ 0 ∧ blockJ1 K ζ *ᵥ v = E • v}
      (levelJ1 K ζ) := by
  constructor
  · apply (secular_equation K ζ _).2
    have hs := Real.sq_sqrt (show 0 ≤ (K + ζ/4)^2 + ζ^2/2 by positivity)
    unfold levelJ1
    linear_combination hs
  · intro E hE
    have hq := (secular_equation K ζ E).1 hE
    -- completing the square bounds the distance from the mean energy
    have hb : |E + ζ/4| ≤ √((K + ζ/4)^2 + ζ^2/2) :=
      Real.abs_le_sqrt (le_of_eq (by linear_combination hq))
    have := (abs_le.1 hb).1
    unfold levelJ1
    linarith
```

## The ordering and the ratio

Here positivity enters. `h1` and `h2` are the upper and lower bounds on $S$.

```lean
/-- For `K > 0` and `ζ > 0` the lower `J = 1` level lies strictly above the `J = 0` level and
strictly below `-K - ζ/2`. -/
theorem levelJ1_bounds {K ζ : ℝ} (hK : 0 < K) (hζ : 0 < ζ) :
    levelJ0 K ζ < levelJ1 K ζ ∧ levelJ1 K ζ < -K - ζ/2 := by
  have hp : 0 < K * ζ := mul_pos hK hζ
  have hz : 0 < ζ^2 := by positivity
  have h1 : √((K + ζ/4)^2 + ζ^2/2) < K + 3*ζ/4 :=
    (Real.sqrt_lt' (by positivity)).2 (by nlinarith)
  have h2 : K + ζ/4 < √((K + ζ/4)^2 + ζ^2/2) :=
    (Real.lt_sqrt (by positivity)).2 (by linarith)
  unfold levelJ0 levelJ1
  constructor <;> linarith
```

Since the lower interval is positive, the ratio inequality can be multiplied out; the bound $E_1<-K-\zeta/2$ then suffices.

```lean
/-- Breaking of the Landé interval rule: for `K > 0` and `ζ > 0` the interval ratio
`(E2 - E1)/(E1 - E0)` is strictly greater than `2`. -/
theorem lande_rule_broken {K ζ : ℝ} (hK : 0 < K) (hζ : 0 < ζ) :
    2 < intervalRatio K ζ := by
  obtain ⟨h0, h1⟩ := levelJ1_bounds hK hζ
  unfold intervalRatio
  rw [lt_div_iff₀ (sub_pos.2 h0)]
  unfold levelJ0 levelJ2
  linarith
```

The final theorem is the equivalence between ratio and coupling for $r>2$. In `hform`, `key` is the secular equation rewritten in terms of $a$ and $b$, and `hab` substitutes $a=rb$ for the actual ratio. The converse uses the factorisation `hprod`, whose second factor is positive.

```lean
/-- Coupling strength from the measured intervals: for `K > 0`, `ζ > 0` and `r > 2`, the
interval ratio equals `r` exactly when `ζ/K = 4(r - 2)(r + 1)/(9r)`. -/
theorem intervalRatio_eq_iff {K ζ r : ℝ} (hK : 0 < K) (hζ : 0 < ζ) (hr : 2 < r) :
    intervalRatio K ζ = r ↔ ζ / K = 4 * (r - 2) * (r + 1) / (9 * r) := by
  have hR := lande_rule_broken hK hζ
  have hq := (secular_equation K ζ _).1 (levelJ1_isLeast K ζ).1
  -- the actual ratio satisfies the formula
  have hform : ζ / K = 4 * (intervalRatio K ζ - 2) * (intervalRatio K ζ + 1) /
      (9 * intervalRatio K ζ) := by
    obtain ⟨a, ha⟩ : ∃ a, a = levelJ2 K ζ - levelJ1 K ζ := ⟨_, rfl⟩
    obtain ⟨b, hb⟩ : ∃ b, b = levelJ1 K ζ - levelJ0 K ζ := ⟨_, rfl⟩
    have hb0 : b ≠ 0 := by
      rw [hb]
      exact (sub_pos.2 (levelJ1_bounds hK hζ).1).ne'
    have key : 9 * a * b * ζ = 4 * K * (a - 2*b) * (a + b) := by
      rw [ha, hb]
      unfold levelJ0 levelJ2
      linear_combination (-9 * ζ) * hq
    have hab : a = intervalRatio K ζ * b := by
      unfold intervalRatio
      rw [← ha, ← hb, div_mul_cancel₀ a hb0]
    generalize intervalRatio K ζ = x at hR hab ⊢
    have hx : 9 * x ≠ 0 := by linarith [hR] |> fun h : 0 < 9 * x => h.ne'
    rw [div_eq_div_iff hK.ne' hx]
    apply mul_left_cancel₀ (pow_ne_zero 2 hb0)
    linear_combination key - (9 * ζ * b - 4 * K * (a + x * b - b)) * hab
  constructor
  · intro h
    rw [h] at hform
    exact hform
  · intro h
    rw [hform] at h
    generalize intervalRatio K ζ = x at hR h ⊢
    have hx : 0 < x := by linarith
    have hr0 : 0 < r := by linarith
    rw [div_eq_div_iff (by positivity) (by positivity)] at h
    -- two ratios with the same coupling strength coincide
    have hprod : (x - r) * (r * x + 2) = 0 := by linear_combination h / 36
    have hpos : r * x + 2 ≠ 0 := by positivity
    exact sub_eq_zero.1 ((mul_eq_zero.1 hprod).resolve_right hpos)

end

end SPIntermediateCoupling
```

```lean
#print axioms SPIntermediateCoupling.even_eigenvectors
-- 'SPIntermediateCoupling.even_eigenvectors' depends on axioms: [propext, Classical.choice, Quot.sound]
#print axioms SPIntermediateCoupling.hamiltonian_oddState
-- 'SPIntermediateCoupling.hamiltonian_oddState' depends on axioms: [propext, Classical.choice, Quot.sound]
#print axioms SPIntermediateCoupling.intervalRatio_eq_iff
-- 'SPIntermediateCoupling.intervalRatio_eq_iff' depends on axioms: [propext, Classical.choice, Quot.sound]
```
